# Feenberg scale factors as the unique minimiser of a two-spin-component energy with positive definite quadratic part

Excited configurations are modelled as vectors in a real inner product space E, of any dimension, and the spin components are separated by a linear map P. The first-order function is u + v, with opposite-spin part u and same-spin part v. Of P, the proofs ask only that P u = u and P v = 0; the physical reading asks for more, as stated in (c).

The algebra comes first, with real numbers A, B, C, p, q and scale factors a, b. `spinEnergy` is

J(a,b) = 2(ap + bq) + Aa² + 2Cab + Bb²,

and `osScale` and `ssScale` are, with D = AB − C²,

x = (Cq − Bp)/D,  y = (Cp − Aq)/D.

```lean
import Mathlib

open scoped InnerProductSpace

namespace FeenbergSpinScaling

noncomputable section

/-- The two-spin-component energy as a function of the opposite-spin scale `a` and the
same-spin scale `b`. -/
def spinEnergy (A B C p q a b : ℝ) : ℝ :=
  2 * (a * p + b * q) + A * a ^ 2 + 2 * C * a * b + B * b ^ 2

/-- The opposite-spin Feenberg scale factor, for `A * B ≠ C ^ 2`. -/
def osScale (A B C p q : ℝ) : ℝ := (C * q - B * p) / (A * B - C ^ 2)

/-- The same-spin Feenberg scale factor, for `A * B ≠ C ^ 2`. -/
def ssScale (A B C p q : ℝ) : ℝ := (C * p - A * q) / (A * B - C ^ 2)
```

## (a) Stationarity of J

Setting the derivatives of J to zero gives two linear equations. For D ≠ 0, show that x and y solve them:

Ax + Cy = −p,  Cx + By = −q.

**Solution.** Multiply the left-hand sides by D and insert xD = Cq − Bp and yD = Cp − Aq:

(Ax + Cy)D = ACq − ABp + C²p − ACq = −pD
(Cx + By)D = C²q − BCp + BCp − ABq = −qD

Cancel D. In Lean, `h1` and `h2` are the two inserted relations, `linear_combination` does the expansion and `mul_right_cancel₀` the cancellation.

```lean
/-- For `A * B ≠ C ^ 2` the scale factors solve the two coupled normal equations. -/
theorem normal_equations {A B C : ℝ} (p q : ℝ) (hD : A * B - C ^ 2 ≠ 0) :
    A * osScale A B C p q + C * ssScale A B C p q = -p ∧
      C * osScale A B C p q + B * ssScale A B C p q = -q := by
  have h1 : osScale A B C p q * (A * B - C ^ 2) = C * q - B * p := div_mul_cancel₀ _ hD
  have h2 : ssScale A B C p q * (A * B - C ^ 2) = C * p - A * q := div_mul_cancel₀ _ hD
  constructor
  · apply mul_right_cancel₀ hD
    linear_combination A * h1 + C * h2
  · apply mul_right_cancel₀ hD
    linear_combination C * h1 + B * h2
```

## (b) The strict global minimum

Let A > 0 and AB > C². Show that

J(x,y) = xp + yq,

and that J(a,b) > J(x,y) for every other real pair (a,b).

**Solution.** Put s = a − x and t = b − y. Eliminating p and q from the quadratic expression with (a) completes the square:

J(a,b) = xp + yq + As² + 2Cst + Bt².

At s = t = 0 this is the stated value. If t = 0 and s ≠ 0, the excess is As² > 0. If t ≠ 0, then

A(As² + 2Cst + Bt²) = (As + Ct)² + (AB − C²)t² > 0,

and division by A > 0 finishes the argument. The identity is `square` in the proof, and `by_cases hb` makes the split on t.

```lean
/-- If `A > 0` and `A * B > C ^ 2`, the energy at the Feenberg scale factors is the scaled sum
of `p` and `q`, and every other pair of scale factors gives a strictly higher energy. -/
theorem unique_minimizer {A B C : ℝ} (p q : ℝ) (hA : 0 < A) (hD : C ^ 2 < A * B) :
    spinEnergy A B C p q (osScale A B C p q) (ssScale A B C p q) =
        osScale A B C p q * p + ssScale A B C p q * q ∧
      ∀ a b, (a ≠ osScale A B C p q ∨ b ≠ ssScale A B C p q) →
        spinEnergy A B C p q (osScale A B C p q) (ssScale A B C p q) <
          spinEnergy A B C p q a b := by
  obtain ⟨n1, n2⟩ := normal_equations p q (sub_pos.mpr hD).ne'
  generalize osScale A B C p q = x at *
  generalize ssScale A B C p q = y at *
  -- complete the square about the stationary point
  have square (a b : ℝ) : spinEnergy A B C p q a b = x * p + y * q +
      (A * (a - x) ^ 2 + 2 * C * (a - x) * (b - y) + B * (b - y) ^ 2) := by
    unfold spinEnergy
    linear_combination (2 * a - x) * n1 + (2 * b - y) * n2
  have value : spinEnergy A B C p q x y = x * p + y * q := by
    rw [square]; ring
  refine ⟨value, fun a b hab => ?_⟩
  rw [value, square]
  apply lt_add_of_pos_right
  -- the remaining quadratic form is positive definite
  by_cases hb : b = y
  · have ha : a - x ≠ 0 := sub_ne_zero.mpr (hab.resolve_right (fun h => h hb))
    have hpos : 0 < A * (a - x) ^ 2 := by positivity
    rw [hb]
    linarith
  · have hb' : b - y ≠ 0 := sub_ne_zero.mpr hb
    have h1 : 0 < (A * B - C ^ 2) * (b - y) ^ 2 :=
      mul_pos (sub_pos.mpr hD) (by positivity)
    refine (mul_pos_iff_of_pos_left hA).mp ?_
    linarith [sq_nonneg (A * (a - x) + C * (b - y))]
```

## (c) The first-order function after repartitioning

Let K be the zeroth-order Hamiltonian relative to the zeroth-order energy of the reference, g the coupling to the reference, and K(u + v) = −g. Feenberg repartitioning, here with one scale factor for each spin component instead of a common one, replaces K by `scaledZeroth`,

K' = K(a⁻¹P + b⁻¹(1 − P)).

The fluctuation operator W, taken relative to the first-order energy, enters `thirdOrderEnergy`, which is ⟨ψ,g⟩ + ⟨ψ,Wψ⟩. For a symmetric zeroth-order operator with first-order function ψ, this is the second- plus third-order energy. K' is symmetric if K and P are symmetric and commute, as they do for the spin components in canonical Møller–Plesset theory. The proofs below do not use this, but the name "third-order energy" relies on it.

```lean
variable {E : Type*} [NormedAddCommGroup E] [InnerProductSpace ℝ E]

/-- For a symmetric zeroth-order operator, the sum of the second- and third-order energies for the
first-order function `ψ`, the coupling `g` to the reference and the fluctuation operator `W`. -/
def thirdOrderEnergy (g : E) (W : E →ₗ[ℝ] E) (ψ : E) : ℝ :=
  inner ℝ ψ g + inner ℝ ψ (W ψ)

/-- The zeroth-order operator `K` divided by `a` on the component selected by `P` and by `b`
on the rest, for nonzero `a` and `b`. -/
def scaledZeroth (K P : E →ₗ[ℝ] E) (a b : ℝ) : E →ₗ[ℝ] E :=
  K ∘ₗ (a⁻¹ • P + b⁻¹ • (LinearMap.id - P))
```

For nonzero a and b, show that

K'(au + bv) = −g.

**Solution.** P sends au + bv to au, and 1 − P sends it to bv. The bracket therefore returns u + v (`hs` in the proof), and K maps this to −g.

```lean
/-- If `P` keeps `u` and removes `v`, and `u + v` solves the first-order equation `K (u + v) = -g`,
then for nonzero scales `a • u + b • v` solves the first-order equation of the scaled operator with
the same `g`. -/
theorem scaled_first_order {K P : E →ₗ[ℝ] E} {g u v : E} {a b : ℝ}
    (ha : a ≠ 0) (hb : b ≠ 0) (hu : P u = u) (hv : P v = 0) (hK : K (u + v) = -g) :
    scaledZeroth K P a b (a • u + b • v) = -g := by
  have hP : P (a • u + b • v) = a • u := by simp [hu, hv]
  -- the inverse scales undo the scaling of each component
  have hs : (a⁻¹ • P + b⁻¹ • (LinearMap.id - P) : E →ₗ[ℝ] E) (a • u + b • v) = u + v := by
    simp only [LinearMap.add_apply, LinearMap.smul_apply, LinearMap.sub_apply,
      LinearMap.id_apply, hP]
    rw [add_sub_cancel_left, inv_smul_smul₀ ha, inv_smul_smul₀ hb]
  unfold scaledZeroth
  rw [LinearMap.comp_apply, hs, hK]
```

## (d) J as a third-order energy

The difference K − K' moves into the perturbation, which becomes W' = K + W − K'. Let K + W be symmetric and ψ = au + bv with a and b nonzero. Show that

⟨ψ,g⟩ + ⟨ψ,W'ψ⟩ = J(a,b),

with A = ⟨u,(K+W)u⟩, B = ⟨v,(K+W)v⟩, C = ⟨u,(K+W)v⟩, p = ⟨u,g⟩ and q = ⟨v,g⟩.

**Solution.** By (c), W'ψ = (K+W)ψ + g. The energy is thus 2⟨ψ,g⟩ + ⟨ψ,(K+W)ψ⟩. Expand it in u and v; symmetry (`hs`) merges the cross terms into 2Cab.

```lean
/-- Let `K + W` be symmetric, `P` keep `u` and remove `v`, and `K (u + v) = -g`. For nonzero scales
`thirdOrderEnergy` with the repartitioned perturbation is the two-spin-component energy built from
the matrix elements of `K + W` and `g`. -/
theorem repartitioned_energy {K W P : E →ₗ[ℝ] E} {g u v : E} {a b : ℝ}
    (hL : (K + W).IsSymmetric) (ha : a ≠ 0) (hb : b ≠ 0)
    (hu : P u = u) (hv : P v = 0) (hK : K (u + v) = -g) :
    thirdOrderEnergy g (K + W - scaledZeroth K P a b) (a • u + b • v) =
      spinEnergy (inner ℝ u ((K + W) u)) (inner ℝ v ((K + W) v)) (inner ℝ u ((K + W) v))
        (inner ℝ u g) (inner ℝ v g) a b := by
  have hs : inner ℝ v ((K + W) u) = inner ℝ u ((K + W) v) := by
    rw [← hL v u, real_inner_comm]
  unfold thirdOrderEnergy
  rw [LinearMap.sub_apply, scaled_first_order ha hb hu hv hK, sub_neg_eq_add]
  generalize K + W = L at *
  simp only [map_add, map_smul, inner_add_left, inner_add_right, real_inner_smul_left,
    real_inner_smul_right, hs]
  unfold spinEnergy
  ring
```

## (e) The optimal spin scaling

Add A > 0 and AB > C². Physically, every nonzero combination of u and v then has a mean energy above the reference; for u alone, normalised, it lies A/⟨u,u⟩ above. This is assumed, not derived. Show for nonzero a and b that

⟨ψ,g⟩ + ⟨ψ,W'ψ⟩ ≥ xp + yq,

with equality exactly when a = x and b = y.

**Solution.** Rewrite the left side by (d) and apply (b), as the Lean proof does. If x or y vanishes, no permitted pair reaches the bound.

Within this two-parameter, third-order model, the optimum xp + yq has the form of a spin-component-scaled second-order energy with system-dependent factors: p and q are the contributions of u and v to the unscaled second-order energy ⟨u + v,g⟩. The bound compares scale factors; it does not bound the exact energy.

```lean
/-- Under the conditions of `repartitioned_energy`, with matrix elements obeying `A > 0` and
`A * B > C ^ 2`, `thirdOrderEnergy` is at least the scaled sum of `p` and `q`, with equality exactly
at the Feenberg scale factors. -/
theorem feenberg_spin_scaling {K W P : E →ₗ[ℝ] E} {g u v : E} {a b A B C p q : ℝ}
    (hL : (K + W).IsSymmetric) (ha : a ≠ 0) (hb : b ≠ 0)
    (hu : P u = u) (hv : P v = 0) (hK : K (u + v) = -g)
    (eA : inner ℝ u ((K + W) u) = A) (eB : inner ℝ v ((K + W) v) = B)
    (eC : inner ℝ u ((K + W) v) = C) (ep : inner ℝ u g = p) (eq : inner ℝ v g = q)
    (hA : 0 < A) (hD : C ^ 2 < A * B) :
    osScale A B C p q * p + ssScale A B C p q * q ≤
        thirdOrderEnergy g (K + W - scaledZeroth K P a b) (a • u + b • v) ∧
      (thirdOrderEnergy g (K + W - scaledZeroth K P a b) (a • u + b • v) =
          osScale A B C p q * p + ssScale A B C p q * q ↔
        a = osScale A B C p q ∧ b = ssScale A B C p q) := by
  rw [repartitioned_energy hL ha hb hu hv hK, eA, eB, eC, ep, eq]
  obtain ⟨value, strict⟩ := unique_minimizer p q hA hD
  rw [← value]
  by_cases h : a = osScale A B C p q ∧ b = ssScale A B C p q
  · rw [← h.1, ← h.2]
    simp
  · have hlt := strict a b (not_and_or.mp h)
    exact ⟨hlt.le, fun e => absurd e hlt.ne', fun e => absurd e h⟩
```

## (f) Two coupled configurations

Take K = 1 on ℝ², W(x₀,x₁) = (x₁/2, x₀/2), u = (1,0), v = (0,1), g = (−1,−1), and P the projector onto the first configuration. Verify the operator relations and

A = B = 1,  C = 1/2.

**Solution.** K + W has diagonal entries 1 and off-diagonal entries 1/2, so it is symmetric and gives these elements. P keeps u and removes v, and K(u + v) = (1,1) = −g. Also AB = 1 > 1/4 = C². Lean checks the relations by components.

With p = q = −1 the formulas give x = y = 2/3 and an energy of −4/3, against J(1,1) = −1 without scaling.

```lean
local notation "ℝ²" => EuclideanSpace ℝ (Fin 2)

/-- A fluctuation operator that couples two configurations with strength one half. -/
def coupling : ℝ² →ₗ[ℝ] ℝ² where
  toFun x := !₂[x 1 / 2, x 0 / 2]
  map_add' x y := by ext i; fin_cases i <;> simp <;> ring
  map_smul' c x := by ext i; fin_cases i <;> simp <;> ring

/-- The projector onto the first of two configurations. -/
def firstProj : ℝ² →ₗ[ℝ] ℝ² where
  toFun x := !₂[x 0, 0]
  map_add' x y := by ext i; fin_cases i <;> simp
  map_smul' c x := by ext i; fin_cases i <;> simp

/-- Two coupled configurations with unit zeroth-order energies satisfy the operator relations of
`feenberg_spin_scaling`, with `A = B = 1` and `C = 1 / 2`. -/
theorem feenberg_spin_scaling_witness :
    let K : ℝ² →ₗ[ℝ] ℝ² := LinearMap.id
    let u : ℝ² := !₂[1, 0]
    let v : ℝ² := !₂[0, 1]
    (K + coupling).IsSymmetric ∧ firstProj u = u ∧ firstProj v = 0 ∧
      K (u + v) = -!₂[-1, -1] ∧ inner ℝ u ((K + coupling) u) = 1 ∧
      inner ℝ v ((K + coupling) v) = 1 ∧ inner ℝ u ((K + coupling) v) = 1 / 2 := by
  intro K u v
  refine ⟨fun x y => ?_, ?_, ?_, ?_, ?_, ?_, ?_⟩
  · simp [K, coupling, PiLp.inner_apply, Fin.sum_univ_two]
    ring
  · ext i; fin_cases i <;> simp [firstProj, u]
  · ext i; fin_cases i <;> simp [firstProj, v]
  · ext i; fin_cases i <;> simp [K, u, v]
  · simp [K, u, coupling, PiLp.inner_apply, Fin.sum_univ_two]
  · simp [K, v, coupling, PiLp.inner_apply, Fin.sum_univ_two]
  · simp [K, u, v, coupling, PiLp.inner_apply, Fin.sum_univ_two]

end

end FeenbergSpinScaling
```

```lean
#print axioms FeenbergSpinScaling.feenberg_spin_scaling
```

```
'FeenbergSpinScaling.feenberg_spin_scaling' depends on axioms: [propext, Classical.choice, Quot.sound]
```
